# Near a zone corner, a triangular-lattice band with phase π/6 lies below its corner value on one side along the x-axis and above it on the other

The band here is a dimensionless function of the wavevector on a triangular lattice with unit spacing, given directly as a sum of three cosines along directions 120 degrees apart, with a common phase φ. The theorem `corner_degenerate_saddle` sets φ = π/6 and says that, for every t with 0 < t < 2π, the band at displacement (t, 0) from the corner (4π/3, 0) is strictly below its corner value, and at (−t, 0) strictly above it. The proof first shows that at displacement (r, 0) the band equals sin r − 2 sin(r/2), an odd function of r. It then takes the corner value, zero, from the case r = 0, and gets the signs on the two sides from the double-angle formula, sin(t/2) > 0 and cos(t/2) < 1.

In Lean, a first try:

```lean
import Mathlib

open Real

namespace CornerDegenerateSaddle

noncomputable section

/-- A band of the triangular lattice: three cosines along directions 120 degrees apart,
with a common phase `φ`. -/
def band (φ : ℝ) (k : ℝ × ℝ) : ℝ :=
  Real.cos (k.1 + φ) + Real.cos (-(1 / 2) * k.1 + √3 / 2 * k.2 + φ)
    + Real.cos (-(1 / 2) * k.1 - √3 / 2 * k.2 + φ)

/-- The zone corner `(4π/3, 0)` of the triangular lattice. -/
def corner : ℝ × ℝ := (4 * π / 3, 0)

/-- Measured from the zone corner, the band is the same band with its phase lowered by
`2π/3`. -/
theorem band_corner_add (φ : ℝ) (q : ℝ × ℝ) :
    band φ (corner + q) = band (φ - 2 * π / 3) q := by
  have hp : ∀ a b : ℝ, a = b + 2 * π → Real.cos a = Real.cos b := by
    rintro a b rfl
    exact Real.cos_add_two_pi b
  simp only [band, corner, Prod.fst_add, Prod.snd_add]
  exact congrArg₂ (· + ·) (congrArg₂ (· + ·) (hp _ _ (by ring))
    (congrArg Real.cos (by ring))) (congrArg Real.cos (by ring))

/-- With phase `π/6`, the band lies below its corner value at every displacement `t` along
the x-axis with `0 < t < 2π`, and above it at the opposite displacement. -/
theorem corner_degenerate_saddle {t : ℝ} (h0 : 0 < t) (h1 : t < 2 * π) :
    band (π / 6) (corner + (t, 0)) < band (π / 6) corner ∧
      band (π / 6) corner < band (π / 6) (corner + (-t, 0)) := by
  have hsn : ∀ a b : ℝ, a = b - π / 2 → Real.cos a = Real.sin b := by
    rintro a b rfl
    exact Real.cos_sub_pi_div_two b
  have hv : ∀ r : ℝ, band (π / 6) (corner + (r, 0))
      = Real.sin r - 2 * Real.sin (r / 2) := by
    intro r
    rw [band_corner_add]
    simp only [band]
    rw [hsn (r + (π / 6 - 2 * π / 3)) r (by ring),
      hsn (-(1 / 2) * r + √3 / 2 * 0 + (π / 6 - 2 * π / 3)) (-(r / 2)) (by ring),
      hsn (-(1 / 2) * r - √3 / 2 * 0 + (π / 6 - 2 * π / 3)) (-(r / 2)) (by ring),
      Real.sin_neg]
    ring
  have hK : band (π / 6) corner = 0 := by simpa using hv 0
  have hs : 0 < Real.sin (t / 2) :=
    Real.sin_pos_of_pos_of_lt_pi (by linarith) (by linarith)
  have hc : Real.cos (t / 2) < 1 := by
    nlinarith [Real.sin_sq_add_cos_sq (t / 2), mul_pos hs hs]
  have hd : Real.sin t = 2 * Real.sin (t / 2) * Real.cos (t / 2) := by
    rw [← Real.sin_two_mul]
    congr 1
    ring
  have hneg : Real.sin t - 2 * Real.sin (t / 2) < 0 := by
    nlinarith [mul_pos hs (sub_pos.2 hc)]
  rw [hv, hv, hK, neg_div, Real.sin_neg, Real.sin_neg]
  constructor <;> linarith

end

end CornerDegenerateSaddle
```

The compiler's answer:

```
Main.lean:47:42: error: Type mismatch: After simplification, term
  hv 0
 has type
  band (π / 6) (corner + (0, 0)) = 0
but is expected to have type
  band (π / 6) corner = 0
```

The mended proof, as a diff:

```diff
@@ -45,5 +45,9 @@
       Real.sin_neg]
     ring
-  have hK : band (π / 6) corner = 0 := by simpa using hv 0
+  have hK : band (π / 6) corner = 0 := by
+    have h : band (π / 6) (corner + 0) = Real.sin 0 - 2 * Real.sin (0 / 2) := hv 0
+    rw [add_zero] at h
+    rw [h, zero_div, Real.sin_zero]
+    norm_num
   have hs : 0 < Real.sin (t / 2) :=
     Real.sin_pos_of_pos_of_lt_pi (by linarith) (by linarith)
```

Diagnosis. The one error is in the proof of `hK`, which says that the band vanishes at the corner. The formula `hv 0` speaks of the band at `corner + (0, 0)`, while `hK` speaks of it at `corner`. The message shows that `simpa` reduced the right-hand side to `0` but left `corner + (0, 0)` as it was, so the two statements still did not match. The lemma `add_zero` removes an added `0`, but here the zero vector was written as the pair `(0, 0)`, and the simplification did not turn it into `0`.

The repair states the formula again as `h`, with `corner + 0` in place of `corner + (0, 0)`. Lean accepts `hv 0` as a proof of `h` because the two zero vectors are equal by definition. Now `rw [add_zero] at h` applies and leaves the band at `corner`. Rewriting the goal with `h`, `zero_div` and `Real.sin_zero` leaves only arithmetic with zeros, which `norm_num` closes.
